# The closed form of an alternating sum of exponentially damped harmonics

For damping a > 0 and any real phase θ, the declaration states that the harmonics (−1)^p e^(−pa) cos(pθ), summed over p = 1, 2, 3, …, converge to ½[sinh a/(cosh a + cos θ) − 1]. The damping is purely exponential in p, and the harmonics carry no other p-dependent weight. The proof reads each harmonic as the real part of q^p with q = −e^(−a+iθ). Since |q| = e^(−a) < 1, the geometric series gives the sum as the real part of q/(1 − q), which is then matched to the hyperbolic form by algebra.

The first attempt, which Lean rejects:

```lean
import Mathlib

open scoped Real

namespace HasSumDingleHarmonic

noncomputable section

/-- The `p`-th harmonic with damping `a` per harmonic and phase `θ`, including its
alternating sign. -/
def dingleHarmonic (a θ : ℝ) (p : ℕ) : ℝ :=
  (-1) ^ p * Real.exp (-(p * a)) * Real.cos (p * θ)

/-- For damping `a > 0` the harmonics from the first onwards form a convergent series with
the stated sum. -/
theorem hasSum_dingleHarmonic {a : ℝ} (ha : 0 < a) (θ : ℝ) :
    HasSum (fun p : ℕ => dingleHarmonic a θ (p + 1))
      ((Real.sinh a / (Real.cosh a + Real.cos θ) - 1) / 2) := by
  let q : ℂ := -Complex.exp (-(a : ℂ) + θ * Complex.I)
  -- each harmonic is the real part of a power of q
  have hpow : ∀ p : ℕ, (q ^ p).re = dingleHarmonic a θ p := by
    intro p
    have h : q ^ p = (((-1) ^ p * Real.exp (-(p * a)) : ℝ) : ℂ) *
        Complex.exp ((p * θ : ℝ) * Complex.I) := by
      simp only [q]
      rw [neg_pow, ← Complex.exp_nat_mul]
      push_cast
      rw [mul_assoc, ← Complex.exp_add]
      congr 2
      ring
    rw [h, Complex.re_ofReal_mul, Complex.exp_ofReal_mul_I_re]
    rfl
  have hr1 : Real.exp (-a) < 1 := Real.exp_lt_one (by linarith)
  have hq : ‖q‖ < 1 := by
    simpa [q, Complex.norm_exp] using ha
  have hre : q.re = -(Real.exp (-a) * Real.cos θ) := by simp [q, Complex.exp_re]
  have him : q.im = -(Real.exp (-a) * Real.sin θ) := by simp [q, Complex.exp_im]
  have hs := Complex.hasSum_re ((hasSum_geometric_of_norm_lt_one hq).mul_left q)
  have her : Real.exp a * Real.exp (-a) = 1 := by rw [← Real.exp_add]; simp
  have hr0 := Real.exp_pos (-a)
  have hcs := Real.sin_sq_add_cos_sq θ
  have hc := Real.neg_one_le_cos θ
  have hch : 0 < Real.cosh a + Real.cos θ := by
    have := Real.one_lt_cosh.mpr ha.ne'
    linarith
  rw [Real.cosh_eq] at hch
  have hn : Complex.normSq (1 - q) =
      1 + 2 * Real.exp (-a) * Real.cos θ + Real.exp (-a) ^ 2 := by
    rw [Complex.normSq_apply]
    simp only [Complex.sub_re, Complex.sub_im, Complex.one_re, Complex.one_im, hre, him]
    linear_combination Real.exp (-a) ^ 2 * hcs
  have hD : 0 < 1 + 2 * Real.exp (-a) * Real.cos θ + Real.exp (-a) ^ 2 := by
    nlinarith [mul_nonneg hr0.le (by linarith : 0 ≤ 1 + Real.cos θ),
      pow_pos (sub_pos.mpr hr1) 2]
  convert hs using 1
  · funext p
    rw [← hpow, pow_succ']
  · rw [Complex.mul_re, Complex.inv_re, Complex.inv_im, hn]
    simp only [Complex.sub_re, Complex.sub_im, Complex.one_re, Complex.one_im, hre, him]
    have h1 : Real.sinh a / (Real.cosh a + Real.cos θ) = (1 - Real.exp (-a) ^ 2) /
        (1 + 2 * Real.exp (-a) * Real.cos θ + Real.exp (-a) ^ 2) := by
      rw [Real.sinh_eq, Real.cosh_eq, div_eq_div_iff hch.ne' hD.ne']
      linear_combination (Real.cos θ + Real.exp (-a)) * her
    rw [h1]
    generalize hX : 1 + 2 * Real.exp (-a) * Real.cos θ + Real.exp (-a) ^ 2 = X at hD ⊢
    have hXX : X * X⁻¹ = 1 := mul_inv_cancel₀ hD.ne'
    linear_combination (1 / 2) * hXX + Real.exp (-a) ^ 2 * X⁻¹ * hcs - X⁻¹ / 2 * hX
      + (X⁻¹ * hX - hXX) 

end

end HasSumDingleHarmonic
```

Lean reports:

```
Main.lean:33:34: error(lean.unknownIdentifier): Unknown constant `Real.exp_lt_one`
Main.lean:67:4: error: ring failed, ring expressions not equal
a : ℝ
ha : 0 < a
θ : ℝ
q : ℂ := ⋯
hpow : ∀ (p : ℕ), (q ^ p).re = dingleHarmonic a θ p
hr1 : rexp (-a) < 1
hq : ‖q‖ < 1
hre : q.re = -(rexp (-a) * Real.cos θ)
him : q.im = -(rexp (-a) * Real.sin θ)
hs : HasSum (fun x => (q * q ^ x).re) (q * (1 - q)⁻¹).re
her : rexp a * rexp (-a) = 1
hr0 : 0 < rexp (-a)
hcs : Real.sin θ ^ 2 + Real.cos θ ^ 2 = 1
hc : -1 ≤ Real.cos θ
hch : 0 < (rexp a + rexp (-a)) / 2 + Real.cos θ
hn : Complex.normSq (1 - q) = 1 + 2 * rexp (-a) * Real.cos θ + rexp (-a) ^ 2
h1 : Real.sinh a / (Real.cosh a + Real.cos θ) = (1 - rexp (-a) ^ 2) / (1 + 2 * rexp (-a) * Real.cos θ + rexp (-a) ^ 2)
X : ℝ
hX : 1 + 2 * rexp (-a) * Real.cos θ + rexp (-a) ^ 2 = X
hD : 0 < X
hXX : X * X⁻¹ = 1
⊢ -1 + X * X⁻¹ = 0
```

Cause. The first message says that no constant `Real.exp_lt_one` exists. The repair gets `r < 1`, where `r` is `Real.exp (-a)`, by rewriting with `Real.exp_lt_one_iff`, which leaves `-a < 0` for `linarith`.

The second message comes from the last `linear_combination`, whose coefficients are wrong. Collected, its terms use `hXX : X * X⁻¹ = 1` with coefficient −1/2, where +1/2 is needed. The shortfall is exactly one copy of `hXX`, which is the leftover goal `-1 + X * X⁻¹ = 0`. `ring` cannot close it, because the identity fails at `X = 0` and `ring` does not use the hypotheses in context. The repair drops the final bracket `(X⁻¹ * hX - hXX)` and turns `- X⁻¹ / 2 * hX` into `+ X⁻¹ / 2 * hX`. The net coefficient of `hX` stays the same, and that of `hXX` becomes +1/2.

Naming the exponential `r`, moving `h1` earlier and shortening some steps are tidying.

This version goes through:

```diff
@@ -31,40 +31,35 @@
     rw [h, Complex.re_ofReal_mul, Complex.exp_ofReal_mul_I_re]
     rfl
-  have hr1 : Real.exp (-a) < 1 := Real.exp_lt_one (by linarith)
-  have hq : ‖q‖ < 1 := by
-    simpa [q, Complex.norm_exp] using ha
-  have hre : q.re = -(Real.exp (-a) * Real.cos θ) := by simp [q, Complex.exp_re]
-  have him : q.im = -(Real.exp (-a) * Real.sin θ) := by simp [q, Complex.exp_im]
+  have hq : ‖q‖ < 1 := by simpa [q, Complex.norm_exp] using ha
   have hs := Complex.hasSum_re ((hasSum_geometric_of_norm_lt_one hq).mul_left q)
-  have her : Real.exp a * Real.exp (-a) = 1 := by rw [← Real.exp_add]; simp
-  have hr0 := Real.exp_pos (-a)
+  obtain ⟨r, hr⟩ : ∃ r, r = Real.exp (-a) := ⟨_, rfl⟩
+  have hr0 : 0 < r := by rw [hr]; exact Real.exp_pos _
+  have hr1 : r < 1 := by rw [hr, Real.exp_lt_one_iff]; linarith
+  have her : Real.exp a * r = 1 := by rw [hr, ← Real.exp_add]; simp
+  have hre : q.re = -(r * Real.cos θ) := by simp [q, hr, Complex.exp_re]
+  have him : q.im = -(r * Real.sin θ) := by simp [q, hr, Complex.exp_im]
   have hcs := Real.sin_sq_add_cos_sq θ
   have hc := Real.neg_one_le_cos θ
-  have hch : 0 < Real.cosh a + Real.cos θ := by
-    have := Real.one_lt_cosh.mpr ha.ne'
-    linarith
-  rw [Real.cosh_eq] at hch
-  have hn : Complex.normSq (1 - q) =
-      1 + 2 * Real.exp (-a) * Real.cos θ + Real.exp (-a) ^ 2 := by
+  have hch : 0 < Real.cosh a + Real.cos θ := by linarith [Real.one_lt_cosh.mpr ha.ne']
+  rw [Real.cosh_eq, ← hr] at hch
+  have hn : Complex.normSq (1 - q) = 1 + 2 * r * Real.cos θ + r ^ 2 := by
     rw [Complex.normSq_apply]
     simp only [Complex.sub_re, Complex.sub_im, Complex.one_re, Complex.one_im, hre, him]
-    linear_combination Real.exp (-a) ^ 2 * hcs
-  have hD : 0 < 1 + 2 * Real.exp (-a) * Real.cos θ + Real.exp (-a) ^ 2 := by
+    linear_combination r ^ 2 * hcs
+  have hD : 0 < 1 + 2 * r * Real.cos θ + r ^ 2 := by
     nlinarith [mul_nonneg hr0.le (by linarith : 0 ≤ 1 + Real.cos θ),
       pow_pos (sub_pos.mpr hr1) 2]
+  have h1 : Real.sinh a / (Real.cosh a + Real.cos θ) =
+      (1 - r ^ 2) / (1 + 2 * r * Real.cos θ + r ^ 2) := by
+    rw [Real.sinh_eq, Real.cosh_eq, ← hr, div_eq_div_iff hch.ne' hD.ne']
+    linear_combination (Real.cos θ + r) * her
   convert hs using 1
   · funext p
     rw [← hpow, pow_succ']
-  · rw [Complex.mul_re, Complex.inv_re, Complex.inv_im, hn]
+  · rw [Complex.mul_re, Complex.inv_re, Complex.inv_im, hn, h1]
     simp only [Complex.sub_re, Complex.sub_im, Complex.one_re, Complex.one_im, hre, him]
-    have h1 : Real.sinh a / (Real.cosh a + Real.cos θ) = (1 - Real.exp (-a) ^ 2) /
-        (1 + 2 * Real.exp (-a) * Real.cos θ + Real.exp (-a) ^ 2) := by
-      rw [Real.sinh_eq, Real.cosh_eq, div_eq_div_iff hch.ne' hD.ne']
-      linear_combination (Real.cos θ + Real.exp (-a)) * her
-    rw [h1]
-    generalize hX : 1 + 2 * Real.exp (-a) * Real.cos θ + Real.exp (-a) ^ 2 = X at hD ⊢
+    generalize hX : 1 + 2 * r * Real.cos θ + r ^ 2 = X at hD ⊢
     have hXX : X * X⁻¹ = 1 := mul_inv_cancel₀ hD.ne'
-    linear_combination (1 / 2) * hXX + Real.exp (-a) ^ 2 * X⁻¹ * hcs - X⁻¹ / 2 * hX
-      + (X⁻¹ * hX - hXX) 
+    linear_combination (1 / 2) * hXX + r ^ 2 * X⁻¹ * hcs + X⁻¹ / 2 * hX
 
 end
```
